# On finitely many sites with distinct positions, a separable potential leaves the velocity unchanged in every state exactly when its projector occupies at most one site

Q: When I compute optical matrix elements in velocity form with a separable pseudopotential, I add the commutator of the potential with position to the kinetic velocity. I would like to know when that term may be left out. What does your theorem say, and about which system?

A: For a single projector on finitely many sites with distinct coordinates, it says that the term may be left out for all states only if the projector lives on at most one site. The sites are labelled by $j$, with real coordinates $x_j$, and $\hbar=1$. The position operator is $X=\mathrm{diag}(x_j)$, and the potential is $V=bb^\dagger$, with entries $V_{jk}=b_j\overline{b_k}$. In Lean the sites form an arbitrary finite type `n`, and a state is a function `n → ℂ`.

```lean
import Mathlib

open Matrix

namespace SeparablePotentialVelocity

noncomputable section

variable {n : Type*} [Fintype n] [DecidableEq n]

/-- The position operator on sites with coordinates `x j`. -/
def position (x : n → ℝ) : Matrix n n ℂ := Matrix.diagonal fun j => (x j : ℂ)

/-- The separable potential `b b†` with projector function `b`. -/
def separable (b : n → ℂ) : Matrix n n ℂ := Matrix.of fun j k => b j * star (b k)
```

Q: And what do you call the velocity? A definition can be given any name.

A: There are two quantities. The source at site $j$ is $s_j=\mathrm{Im}\big(\overline{\psi_j}(V\psi)_j\big)$, and $V$ changes the population $|\psi_j|^2$ at the rate $2s_j$. The velocity contribution is $i\langle\psi,[V,X]\psi\rangle$. Both definitions accept any matrix $V$.

```lean
/-- The continuity source `Im (conj (ψ j) (V ψ) j)` of the operator `V` at site `j`. -/
def source (V : Matrix n n ℂ) (ψ : n → ℂ) (j : n) : ℝ := (star (ψ j) * (V *ᵥ ψ) j).im

/-- The contribution `i ⟨ψ, [V, X] ψ⟩` of the operator `V` to the velocity (with `ħ = 1`). -/
def velocity (V : Matrix n n ℂ) (x : n → ℝ) (ψ : n → ℂ) : ℂ :=
  Complex.I * (star ψ ⬝ᵥ ((V * position x - position x * V) *ᵥ ψ))
```

I also need one particular state, $\psi_j=(1+ix_j)b_j$, which will detect nonlocality.

```lean
/-- The probe state `(1 + i x) b`, the projector function with a position-dependent phase
and amplitude. -/
def probe (b : n → ℂ) (x : n → ℝ) (j : n) : ℂ := (1 + Complex.I * (x j : ℂ)) * b j
```

Q: Your `velocity` is a complex number. Why should it be real, and what has it to do with the source?

A: Take $V$ Hermitian and set $w=\langle\psi,XV\psi\rangle=\sum_j x_j\overline{\psi_j}(V\psi)_j$. Since $X$ and $V$ are Hermitian, $\langle\psi,VX\psi\rangle=\overline{w}$. Therefore

$$i\langle\psi,[V,X]\psi\rangle=i(\overline{w}-w)=2\,\mathrm{Im}\,w=2\sum_j x_j s_j .$$

The contribution is real, and in a normalised state it is the rate at which the source terms shift the centre of the density.

```lean
/-- For a Hermitian operator the velocity contribution is twice the position-weighted sum of
its continuity sources. -/
theorem velocity_eq_source {V : Matrix n n ℂ} (hV : V.IsHermitian) (x : n → ℝ) (ψ : n → ℂ) :
    velocity V x ψ = ((2 * ∑ j, x j * source V ψ j : ℝ) : ℂ) := by
  have haux : ∀ w : ℂ, Complex.I * (star w - w) = ((2 * w.im : ℝ) : ℂ) := by
    intro w
    apply Complex.ext <;> simp
    ring
  have h1 : star ψ ⬝ᵥ ((position x * V) *ᵥ ψ)
      = ∑ j, (x j : ℂ) * (star (ψ j) * (V *ᵥ ψ) j) := by
    simp only [dotProduct, Matrix.mulVec, position, Matrix.diagonal_mul, Pi.star_apply,
      Finset.mul_sum]
    refine Finset.sum_congr rfl fun j _ => Finset.sum_congr rfl fun k _ => ?_
    ring
  -- hermiticity turns the other ordering into the complex conjugate
  have h2 : star ψ ⬝ᵥ ((V * position x) *ᵥ ψ)
      = star (∑ j, (x j : ℂ) * (star (ψ j) * (V *ᵥ ψ) j)) := by
    simp only [dotProduct, Matrix.mulVec, position, Matrix.mul_diagonal, Pi.star_apply,
      Finset.mul_sum, star_sum, star_mul', star_star]
    rw [Finset.sum_comm]
    refine Finset.sum_congr rfl fun j _ => Finset.sum_congr rfl fun k _ => ?_
    have hx : star (x j : ℂ) = (x j : ℂ) := Complex.conj_ofReal _
    rw [hV.apply k j, hx]
    ring
  rw [velocity, Matrix.sub_mulVec, dotProduct_sub, h1, h2, haux]
  simp only [Complex.im_sum, Complex.im_ofReal_mul, source]
```

In the proof, `haux` is the identity $i(\overline{w}-w)=2\,\mathrm{Im}\,w$, `h1` writes out $w$, and `h2` shows that the other ordering gives $\overline{w}$. The proof of `h2` exchanges the two summations and uses $V_{kj}=\overline{V_{jk}}$.

Q: That still doesn't make it a velocity. I want to see the mean position move.

A: Let $i\psi'=(T+V)\psi$ with $T$ and $V$ Hermitian. At each site

$$\frac{d}{dt}|\psi_j|^2=2\,\mathrm{Re}\big(\overline{\psi_j}\,\psi_j'\big)=2\,\mathrm{Re}\big(-i\,\overline{\psi_j}((T+V)\psi)_j\big)=2\,\mathrm{Im}\big(\overline{\psi_j}(T\psi)_j\big)+2\,\mathrm{Im}\big(\overline{\psi_j}(V\psi)_j\big).$$

Multiplying by $x_j$ and summing gives the contribution of $T$ plus that of $V$, by the previous identity.

```lean
/-- Ehrenfest relation: if `i ψ' = (T + V) ψ` at time `t`, then `∑ j, x j * ‖ψ j‖ ^ 2`, which is the
mean position when `ψ` is normalised, changes at that time at a rate that is the sum of the velocity
contributions of `T` and of `V`. -/
theorem ehrenfest_position {T V : Matrix n n ℂ} (hT : T.IsHermitian) (hV : V.IsHermitian)
    (x : n → ℝ) (ψ : ℝ → n → ℂ) (t : ℝ)
    (hψ : ∀ j, HasDerivAt (fun s => ψ s j) (-Complex.I * ((T + V) *ᵥ ψ t) j) t) :
    HasDerivAt (fun s => ∑ j, x j * ‖ψ s j‖ ^ 2)
      (velocity T x (ψ t) + velocity V x (ψ t)).re t := by
  -- the density at each site changes by twice the total source
  have hd : ∀ j, HasDerivAt (fun s => ‖ψ s j‖ ^ 2)
      (2 * (source T (ψ t) j + source V (ψ t) j)) t := by
    intro j
    have haux : ∀ z u v : ℂ, 2 * inner ℝ z (-Complex.I * (u + v))
        = 2 * ((star z * u).im + (star z * v).im) := by
      intro z u v
      rw [Complex.inner]
      simp only [Complex.star_def, Complex.mul_re, Complex.mul_im, Complex.conj_re,
        Complex.conj_im, Complex.add_re, Complex.add_im, Complex.neg_re, Complex.neg_im,
        Complex.I_re, Complex.I_im]
      ring
    refine (hψ j).norm_sq.congr_deriv ?_
    rw [Matrix.add_mulVec, Pi.add_apply]
    exact haux _ _ _
  have hs := HasDerivAt.fun_sum (u := Finset.univ) fun j _ => (hd j).const_mul (x j)
  refine hs.congr_deriv ?_
  rw [velocity_eq_source hT, velocity_eq_source hV, ← Complex.ofReal_add, Complex.ofReal_re,
    Finset.mul_sum, Finset.mul_sum, ← Finset.sum_add_distrib]
  refine Finset.sum_congr rfl fun j _ => ?_
  ring
```

The sum $\sum_j x_j|\psi_j|^2$ is the mean position when $\psi$ is normalised. The equation of motion is required only at the time $t$ where the derivative is taken. In the proof, `hd` is the rate at one site, and `HasDerivAt.fun_sum` adds the sites. The matrix $T$ can be any Hermitian hopping or kinetic matrix; nothing makes it a discretised Laplacian.

Q: Now the separable potential. Where does its nonlocality enter?

A: It is Hermitian, because $\overline{b_k\overline{b_j}}=b_j\overline{b_k}$, so both results above apply to it.

```lean
omit [Fintype n] [DecidableEq n] in
/-- A separable potential is Hermitian. -/
theorem separable_isHermitian (b : n → ℂ) : (separable b).IsHermitian := by
  ext j k
  simp [separable, Matrix.conjTranspose_apply, mul_comm]
```

Its commutator with position has the entries

$$[V,X]_{jk}=V_{jk}x_k-x_jV_{jk}=b_j\overline{b_k}\,(x_k-x_j).$$

Each entry is the amplitude for going from site $k$ to site $j$ times a displacement. The diagonal entries vanish.

```lean
/-- The matrix elements of `[V, X]` for a separable potential: the nonlocal amplitude times
the displacement between the two sites. -/
theorem commutator_apply (b : n → ℂ) (x : n → ℝ) (j k : n) :
    (separable b * position x - position x * separable b) j k
      = b j * star (b k) * ((x k : ℂ) - (x j : ℂ)) := by
  simp only [separable, position, Matrix.sub_apply, Matrix.mul_diagonal, Matrix.diagonal_mul,
    Matrix.of_apply]
  ring
```

The source is also a sum over the sites that the projector connects:

$$s_j=\sum_k\mathrm{Im}\big(\overline{\psi_j}\,b_j\overline{b_k}\,\psi_k\big).$$

```lean
omit [DecidableEq n] in
/-- The source of a separable potential at site `j`, written as a sum over all sites `k`. -/
theorem source_separable (b ψ : n → ℂ) (j : n) :
    source (separable b) ψ j = ∑ k, (star (ψ j) * (b j * star (b k) * ψ k)).im := by
  simp only [source, separable, Matrix.mulVec, dotProduct, Matrix.of_apply, Finset.mul_sum,
    Complex.im_sum]
```

Q: A nonzero commutator is one thing. With real $b$ and real $\psi$, every product in that sum is real, so its imaginary part vanishes and the source is zero, however far the projector extends. So does a nonlocal projector really contribute?

A: The velocity contribution is an expectation value, and it vanishes in your real state but not in every state. Even for real states this does not let you drop the term from an optical matrix element, which connects two different states: for sites at $x_1=0$ and $x_2=1$ with $b=(1,1)$, the entry $[V,X]_{12}$ is $1$. A state in which the expectation value itself is nonzero is $\psi_j=(1+ix_j)b_j$, if $b$ occupies two sites at different positions. There

$$\overline{\psi_j}\,b_j\overline{b_k}\,\psi_k=|b_j|^2|b_k|^2(1-ix_j)(1+ix_k),$$

and the imaginary part of $(1-ix_j)(1+ix_k)$ is $x_k-x_j$. The velocity contribution is therefore

$$2\sum_{j,k}x_j|b_j|^2|b_k|^2(x_k-x_j).$$

Take half of this double sum as it stands, and interchange the names $j$ and $k$ in the other half. Since $x_j(x_k-x_j)+x_k(x_j-x_k)=-(x_j-x_k)^2$, the result is

$$-\sum_{j,k}|b_j|^2|b_k|^2(x_j-x_k)^2 .$$

No term is positive, so nothing can cancel. Once $b$ occupies two sites at different positions, the contribution is strictly negative.

```lean
/-- In the probe state the velocity contribution of a separable potential is minus the sum over
ordered pairs of sites of the projector weights times the squared distance. -/
theorem velocity_probe (b : n → ℂ) (x : n → ℝ) :
    velocity (separable b) x (probe b x)
      = ((-∑ j, ∑ k, ‖b j‖ ^ 2 * ‖b k‖ ^ 2 * (x j - x k) ^ 2 : ℝ) : ℂ) := by
  have hs : ∀ j, x j * source (separable b) (probe b x) j
      = ∑ k, x j * (‖b j‖ ^ 2 * ‖b k‖ ^ 2 * (x k - x j)) := by
    intro j
    rw [source_separable, Finset.mul_sum]
    refine Finset.sum_congr rfl fun k _ => ?_
    have hb : ∀ i, star (b i) * b i = ((‖b i‖ ^ 2 : ℝ) : ℂ) := by
      intro i
      simp only [Complex.star_def, Complex.sq_norm, Complex.normSq_eq_conj_mul_self]
    have hp : star (probe b x j) = (1 - Complex.I * (x j : ℂ)) * star (b j) := by
      simp only [probe, Complex.star_def, map_mul, map_add, map_one, Complex.conj_I,
        Complex.conj_ofReal]
      ring
    -- the projector weights factor out of the product
    have hprod : star (probe b x j) * (b j * star (b k) * probe b x k)
        = ((‖b j‖ ^ 2 * ‖b k‖ ^ 2 : ℝ) : ℂ)
          * ((1 - Complex.I * (x j : ℂ)) * (1 + Complex.I * (x k : ℂ))) := by
      rw [hp, Complex.ofReal_mul, ← hb j, ← hb k, probe]
      ring
    have him : ((1 - Complex.I * (x j : ℂ)) * (1 + Complex.I * (x k : ℂ))).im = x k - x j := by
      simp only [Complex.mul_re, Complex.mul_im, Complex.sub_re, Complex.sub_im, Complex.add_re,
        Complex.add_im, Complex.one_re, Complex.one_im, Complex.I_re, Complex.I_im,
        Complex.ofReal_re, Complex.ofReal_im]
      ring
    rw [hprod, Complex.im_ofReal_mul, him]
  rw [velocity_eq_source (separable_isHermitian b)]
  simp only [hs]
  refine congrArg Complex.ofReal ?_
  -- symmetrise the double sum in the two sites
  rw [two_mul]
  nth_rewrite 2 [Finset.sum_comm]
  rw [← Finset.sum_add_distrib, ← Finset.sum_neg_distrib]
  refine Finset.sum_congr rfl fun j _ => ?_
  rw [← Finset.sum_add_distrib, ← Finset.sum_neg_distrib]
  refine Finset.sum_congr rfl fun k _ => ?_
  ring
```

The Lean proof follows the same route: `hprod` factors out the weights, `him` takes the imaginary part, and `Finset.sum_comm` interchanges the two sites in one copy of the sum.

Q: The probe state isn't normalised.

A: No. For $b\neq0$, the value in the normalised state is the one above divided by $\sum_j(1+x_j^2)|b_j|^2$. The sign is unaffected. In the smallest nonlocal case there are two sites at $x=0$ and $x=1$, with $b=(1,1)$. The probe is $(1,\,1+i)$, with squared norm $3$. The formula gives $-2$, hence $-2/3$ after normalisation. With a single site there is no displacement, and the contribution is always zero.

Q: Then put the equivalence together, and tell me how to read it.

A: For distinct positions, these four statements are equivalent:

1. $[V,X]=0$, so its matrix elements between any two states vanish.
2. $b$ has at most one nonzero entry. Lean says that if `b j` and `b k` are both nonzero, then `j = k`, which includes $b=0$.
3. The source vanishes at every site in every state.
4. The velocity contribution vanishes in every state.

The argument runs as follows.

- From 1 to 4: the expectation value of the zero matrix is zero.
- From 4 to 2: apply 4 to the probe. A sum of nonnegative terms is zero, so each $|b_j|^2|b_k|^2(x_j-x_k)^2$ is zero. If $b_j$ and $b_k$ are both nonzero, then $x_j=x_k$, and distinctness gives $j=k$.
- From 2 to 3: in the sum for $s_j$, a term with $j\neq k$ contains a vanishing factor $b_j$ or $b_k$. The term with $k=j$ is $|\psi_j|^2|b_j|^2$, which is real and has no imaginary part.
- From 3 to 4: the velocity contribution is $2\sum_jx_js_j$.
- From 2 to 1: in $b_j\overline{b_k}(x_k-x_j)$, either a factor of $b$ vanishes or $j=k$ and the displacement does.

```lean
/-- For distinct site positions, these are equivalent for a separable potential `b b†`: it
commutes with position; `b` has at most one nonzero entry; its continuity source vanishes at
every site in every state; its velocity contribution vanishes in every state. -/
theorem separable_local_tfae (b : n → ℂ) (x : n → ℝ) (hx : Function.Injective x) :
    List.TFAE [
      separable b * position x - position x * separable b = 0,
      ∀ j k, b j ≠ 0 → b k ≠ 0 → j = k,
      ∀ ψ j, source (separable b) ψ j = 0,
      ∀ ψ, velocity (separable b) x ψ = 0] := by
  tfae_have 1 → 4 := by
    intro h ψ
    rw [velocity, h, Matrix.zero_mulVec, dotProduct_zero, mul_zero]
  tfae_have 4 → 2 := by
    intro h j k hj hk
    -- in the probe state every pair of occupied sites counts with the same sign
    have h0 := h (probe b x)
    rw [velocity_probe, Complex.ofReal_eq_zero, neg_eq_zero] at h0
    have h1 := (Finset.sum_eq_zero_iff_of_nonneg
      (fun i _ => Finset.sum_nonneg fun l _ => by positivity)).1 h0 j (Finset.mem_univ j)
    have h2 := (Finset.sum_eq_zero_iff_of_nonneg
      (fun l _ => by positivity)).1 h1 k (Finset.mem_univ k)
    have hp : ‖b j‖ ^ 2 * ‖b k‖ ^ 2 ≠ 0 :=
      mul_ne_zero (pow_ne_zero 2 (norm_ne_zero_iff.2 hj)) (pow_ne_zero 2 (norm_ne_zero_iff.2 hk))
    have h3 : (x j - x k) ^ 2 = 0 := (mul_eq_zero.1 h2).resolve_left hp
    exact hx (sub_eq_zero.1 (pow_eq_zero_iff (two_ne_zero)|>.1 h3))
  tfae_have 2 → 3 := by
    intro h ψ j
    rw [source_separable]
    refine Finset.sum_eq_zero fun k _ => ?_
    by_cases hj : b j = 0
    · simp [hj]
    by_cases hk : b k = 0
    · simp [hk]
    -- only the real diagonal term is left
    rw [← h j k hj hk]
    have hr : star (ψ j) * (b j * star (b j) * ψ j)
        = ((Complex.normSq (ψ j) * Complex.normSq (b j) : ℝ) : ℂ) := by
      simp only [Complex.ofReal_mul, Complex.normSq_eq_conj_mul_self, Complex.star_def]
      ring
    rw [hr, Complex.ofReal_im]
  tfae_have 3 → 4 := by
    intro h ψ
    rw [velocity_eq_source (separable_isHermitian b)]
    simp [h]
  tfae_have 2 → 1 := by
    intro h
    ext j k
    rw [commutator_apply, Matrix.zero_apply]
    by_cases hj : b j = 0
    · simp [hj]
    by_cases hk : b k = 0
    · simp [hk]
    rw [h j k hj hk, sub_self, mul_zero]
  tfae_finish

end

end SeparablePotentialVelocity
```

`List.TFAE` is Lean's form of "the following are equivalent". Each `tfae_have` proves one of the five implications, and `tfae_finish` links them. In the step from 4 to 2, `Finset.sum_eq_zero_iff_of_nonneg` is used twice, once for each summation.

Q: The hypothesis `Function.Injective x` is your distinctness. What goes wrong without it?

A: Put both sites at $x=0$ and keep $b=(1,1)$. Then $X=0$, so the commutator and the velocity contribution vanish, although $b$ has two nonzero entries. The sources do not vanish: for $\psi=(1,i)$ they are $+1$ and $-1$. The potential moves population between the sites, but the coordinate cannot register it. Statements 1 and 4 hold while 2 and 3 fail.

Physically, the hypothesis says that the coordinate tells all sites apart. Two points of a three-dimensional grid that share the same $x$ violate it. Orbitals centred on one atom are a different matter: position can have matrix elements between them, as between $s$ and $p$ orbitals, and the diagonal $X$ used here leaves these out.

Q: And my pseudopotential has several projectors.

A: The equivalence is for one projector with coefficient one. It does not carry over to a sum by testing each term, because nonlocal parts can cancel: on two sites, the projectors $(1,1)$ and $(1,-1)$ add up to twice the identity, which commutes with $X$. If every projector occupies at most one site and no term couples two different projectors, the sum is diagonal and the term may be left out; otherwise the total commutator decides. The identity between velocity and sources and the Ehrenfest relation do hold for any Hermitian matrix on finitely many sites, so they cover such a sum. The continuum, with its unbounded position operator, is not treated.

```lean
#print axioms SeparablePotentialVelocity.ehrenfest_position
#print axioms SeparablePotentialVelocity.separable_local_tfae
```

```
'SeparablePotentialVelocity.ehrenfest_position' depends on axioms: [propext, Classical.choice, Quot.sound]
'SeparablePotentialVelocity.separable_local_tfae' depends on axioms: [propext, Classical.choice, Quot.sound]
```
